# The axis-stencil halo of an a × b × c grid block has 2N(ab + bc + ca) points and, at volume L³, is smallest for the cube

An axis stencil of radius N reads, at each grid point, that point and its neighbours up to N steps away along each of the three axes. Applied at every point of a block of a × b × c grid points, with a, b, c ≥ 1 and N ≥ 1, it reads exactly

  H = 2N(ab + bc + ca)

distinct points outside the block. This number satisfies

  H ≥ 6N(abc)^(2/3),

with equality exactly when a = b = c. Hence, among rectangular blocks whose volume, counted in grid points, is a perfect cube L³, the cube with L points along each side reads the fewest outside points, and it is the only such block that does.

In real-space electronic-structure calculations, the Laplacian on a uniform orthogonal grid is often discretised as a sum of central second-difference formulas along the three axes, which has this stencil shape. Compact discretisations that also read off-axis neighbours are not covered. If the grid is divided among processes, H is the number of values of one orbital that a process needs from outside its block for one application of the operator, provided that the block lies away from any domain boundary or periodic wrap-around.

In Lean 4 with Mathlib:

```lean
import Mathlib

open Finset

noncomputable section

namespace StencilHalo
```

## The block, the stencil and the halo

Grid points are integer triples, and lengths and volumes are counted in grid points. If the spacings along the three axes differ, a cube in this sense has equal numbers of points along its sides, not equal physical lengths. A side of length L consists of the coordinates 0, 1, …, L − 1, and `seg L` is this set, written as the half-open interval [0, L).

```lean
/-- The `L` consecutive grid coordinates `0, …, L - 1`. -/
def seg (L : ℕ) : Finset ℤ := Ico 0 (L : ℤ)
```

Beyond the two ends of such a side lie N coordinates each. Together they form the margin

  M(N, L) = {−N, …, −1} ∪ {L, …, L + N − 1}.

```lean
/-- The `N` coordinates just below and the `N` coordinates just above the segment of length `L`. -/
def margin (N L : ℕ) : Finset ℤ := Ico (-(N : ℤ)) 0 ∪ Ico (L : ℤ) (L + N)
```

The block is the product [0, a) × [0, b) × [0, c). Placing one corner at the origin loses nothing, because the grid is all of ℤ³ and looks the same from every point.

```lean
/-- The block of `a` by `b` by `c` grid points. -/
def block (a b c : ℕ) : Finset (ℤ × ℤ × ℤ) := seg a ×ˢ seg b ×ˢ seg c
```

With e₁, e₂, e₃ the unit steps along the axes, the stencil at p is the set

  S(p) = {p + k eᵢ : −N ≤ k ≤ N, i = 1, 2, 3}.

Only the positions matter here. The stencil weights do not appear, and every position counts as read, so an operator with some vanishing weights could need fewer points.

```lean
/-- The axis stencil of radius `N` at `p`: all points reached from `p` by at most `N` steps
along one of the three axes. -/
def stencil (N : ℕ) (p : ℤ × ℤ × ℤ) : Finset (ℤ × ℤ × ℤ) :=
  (Icc (-(N : ℤ)) N).image (fun k => (p.1 + k, p.2.1, p.2.2)) ∪
  (Icc (-(N : ℤ)) N).image (fun k => (p.1, p.2.1 + k, p.2.2)) ∪
  (Icc (-(N : ℤ)) N).image (fun k => (p.1, p.2.1, p.2.2 + k))
```

The halo is the union of S(p) over all p in the block, with the block itself removed. Because `halo` is a finite set, a point read from several block points is counted once. This corresponds to fetching each outside value once and keeping it for the whole application. The count measures the volume of data; the number of messages, their latency and the layout of the neighbouring processes do not enter.

```lean
/-- The halo: the distinct points outside the block that are read when the stencil is applied
at every point of the block. -/
def halo (N a b c : ℕ) : Finset (ℤ × ℤ × ℤ) :=
  (block a b c).biUnion (stencil N) \ block a b c
```

## Six slabs, without edges or corners

Write the centre as (u, v, w) and the point read as (x, y, z). The point belongs to the stencil if and only if one of three cases holds:

  |x − u| ≤ N, y = v, z = w,
  |y − v| ≤ N, x = u, z = w,
  |z − w| ≤ N, x = u, y = v.

In one direction, the displacement k gives the inequalities. In the other, k is recovered as x − u, y − v or z − w. The tactic `omega`, which decides linear integer arithmetic, settles each case.

```lean
/-- A point belongs to the stencil exactly when it differs from the centre along at most one
axis, and there by at most `N`. -/
theorem mem_stencil (N : ℕ) (x y z u v w : ℤ) :
    (x, y, z) ∈ stencil N (u, v, w) ↔
      (-(N : ℤ) ≤ x - u ∧ x - u ≤ N ∧ y = v ∧ z = w) ∨
      (-(N : ℤ) ≤ y - v ∧ y - v ≤ N ∧ x = u ∧ z = w) ∨
      (-(N : ℤ) ≤ z - w ∧ z - w ≤ N ∧ x = u ∧ y = v) := by
  simp only [stencil, mem_union, mem_image, mem_Icc, Prod.mk.injEq]
  constructor
  · rintro ((⟨k, hk, h1, h2, h3⟩ | ⟨k, hk, h1, h2, h3⟩) | ⟨k, hk, h1, h2, h3⟩)
    · exact Or.inl (by omega)
    · exact Or.inr (Or.inl (by omega))
    · exact Or.inr (Or.inr (by omega))
  · rintro (h | h | h)
    · exact Or.inl (Or.inl ⟨x - u, by omega, by omega, by omega, by omega⟩)
    · exact Or.inl (Or.inr ⟨y - v, by omega, by omega, by omega, by omega⟩)
    · exact Or.inr ⟨z - w, by omega, by omega, by omega, by omega⟩
```

Now suppose that a halo point (x, y, z) is read along the first axis from a block point (u, v, w). Then y = v and z = w lie within the block's ranges, so x must lie outside [0, a), since otherwise the point would be in the block. From 0 ≤ u ≤ a − 1 and |x − u| ≤ N it follows that

  −N ≤ x ≤ a − 1 + N,

and therefore x is in M(N, a). The other two axes behave in the same way.

Conversely, take a point with x in M(N, a), y in [0, b) and z in [0, c). It lies outside the block, because M(N, a) and [0, a) have no element in common, and it is read from the nearest block point on its line:

  if −N ≤ x < 0, from (0, y, z), at distance −x ≤ N,
  if a ≤ x < a + N, from (a − 1, y, z), at distance x − a + 1 ≤ N.

Both centres are in the block because a ≥ 1. The halo is thus the union of three pairs of slabs,

  M(N, a) × [0, b) × [0, c),
  [0, a) × M(N, b) × [0, c),
  [0, a) × [0, b) × M(N, c).

Nothing in this argument compares N with a side length, so the result also holds for a stencil that reaches further than the block is wide. In the proof, the first three cases are the three axes of the forward direction, and the six cases after them name the nearest block point for each face.

```lean
/-- The halo of a nonempty block consists of slabs of thickness `N` on its six faces,
without edge or corner regions. -/
theorem halo_eq_slabs (N : ℕ) {a b c : ℕ} (ha : 0 < a) (hb : 0 < b) (hc : 0 < c) :
    halo N a b c = margin N a ×ˢ seg b ×ˢ seg c ∪ seg a ×ˢ margin N b ×ˢ seg c ∪
      seg a ×ˢ seg b ×ˢ margin N c := by
  ext ⟨x, y, z⟩
  simp only [halo, mem_sdiff, mem_biUnion, Prod.exists, mem_stencil, block, mem_product,
    mem_union, seg, margin, mem_Ico]
  constructor
  · rintro ⟨⟨u, v, w, hp, h | h | h⟩, hn⟩
    · exact Or.inl (Or.inl (by omega))
    · exact Or.inl (Or.inr (by omega))
    · exact Or.inr (by omega)
  · -- each slab point is read from the nearest block point on its axis
    rintro ((⟨hx | hx, hy, hz⟩ | ⟨hx, hy | hy, hz⟩) | ⟨hx, hy, hz | hz⟩)
    · exact ⟨⟨0, y, z, by omega, Or.inl (by omega)⟩, by omega⟩
    · exact ⟨⟨(a : ℤ) - 1, y, z, by omega, Or.inl (by omega)⟩, by omega⟩
    · exact ⟨⟨x, 0, z, by omega, Or.inr (Or.inl (by omega))⟩, by omega⟩
    · exact ⟨⟨x, (b : ℤ) - 1, z, by omega, Or.inr (Or.inl (by omega))⟩, by omega⟩
    · exact ⟨⟨x, y, 0, by omega, Or.inr (Or.inr (by omega))⟩, by omega⟩
    · exact ⟨⟨x, y, (c : ℤ) - 1, by omega, Or.inr (Or.inr (by omega))⟩, by omega⟩
```

## Counting the outside points

The two parts of a margin are disjoint, one being negative and the other not, and each has N elements. Hence |M(N, L)| = 2N.

```lean
/-- The margin of a segment has `2N` coordinates. -/
theorem card_margin (N L : ℕ) : (margin N L).card = 2 * N := by
  have hd : Disjoint (Ico (-(N : ℤ)) 0) (Ico (L : ℤ) (L + N)) := by
    refine Finset.disjoint_left.mpr fun x h1 h2 => ?_
    rw [mem_Ico] at h1 h2
    omega
  rw [margin, card_union_of_disjoint hd, Int.card_Ico, Int.card_Ico]
  omega
```

The three pairs of slabs are disjoint as well. A point of the first pair has x outside [0, a), whereas the other two pairs have x inside it; the second and third pairs are separated by y in the same way. Their sizes therefore add:

  H = 2N·bc + a·2N·c + ab·2N = 2N(ab + bc + ca).

The theorem `card_halo` states this as an equality of natural numbers, for every N including 0 and for all positive a, b, c. Its proof rewrites the halo as slabs, splits the cardinality of the union twice, and then checks the two disjointness conditions by `omega`.

```lean
/-- Applying the axis stencil of radius `N` on a nonempty `a` by `b` by `c` block reads exactly
`2N(ab + bc + ca)` distinct points outside the block. -/
theorem card_halo (N : ℕ) {a b c : ℕ} (ha : 0 < a) (hb : 0 < b) (hc : 0 < c) :
    (halo N a b c).card = 2 * N * (a * b + b * c + c * a) := by
  have hseg : ∀ L : ℕ, (seg L).card = L := fun L => by simp [seg]
  rw [halo_eq_slabs N ha hb hc, card_union_of_disjoint, card_union_of_disjoint]
  · simp only [card_product, card_margin, hseg]
    ring
  -- slabs belonging to different axes do not overlap
  all_goals
    refine Finset.disjoint_left.mpr ?_
    rintro ⟨x, y, z⟩ h1 h2
    simp only [mem_union, mem_product, seg, margin, mem_Ico] at h1 h2
    omega
```

## The lower bound and its equality case

The bound is an inequality about positive real numbers a, b, c:

  ab + bc + ca ≥ 3(abc)^(2/3), with equality if and only if a = b = c.

To remove the fractional power, write a = p³, b = q³, c = r³ with p, q, r > 0. Then (abc)^(2/3) = (pqr)². Set α = pq, β = qr, γ = rp, so that αβγ = (pqr)². The difference of the two sides becomes

  α³ + β³ + γ³ − 3αβγ = ½(α + β + γ)[(α − β)² + (β − γ)² + (γ − α)²].

The first factor is positive and the bracket is non-negative, which gives the inequality.

If the difference vanishes, the bracket must vanish, and with it each square. From pq = qr follows p = r, and from qr = rp follows q = p, so a = b = c. If conversely a = b = c, then p = q = r and both sides equal 3p⁶.

In the proof, `root` supplies the cube roots, `hpow` evaluates the real power and `key` is the factorisation, verified by `ring`. The condition a = b = c is expressed as `a = b ∧ b = c`.

```lean
/-- For a box with positive real sides, `ab + bc + ca` is at least `3(abc)^(2/3)`, with equality
exactly for the cube. -/
theorem face_area_bound {a b c : ℝ} (ha : 0 < a) (hb : 0 < b) (hc : 0 < c) :
    3 * (a * b * c) ^ (2 / 3 : ℝ) ≤ a * b + b * c + c * a ∧
      (a * b + b * c + c * a = 3 * (a * b * c) ^ (2 / 3 : ℝ) ↔ a = b ∧ b = c) := by
  have root : ∀ x : ℝ, 0 < x → ∃ t : ℝ, 0 < t ∧ t ^ 3 = x := fun x hx =>
    ⟨x ^ (1 / 3 : ℝ), Real.rpow_pos_of_pos hx _, by
      rw [← Real.rpow_natCast, ← Real.rpow_mul hx.le]; norm_num⟩
  obtain ⟨p, hp, rfl⟩ := root a ha
  obtain ⟨q, hq, rfl⟩ := root b hb
  obtain ⟨r, hr, rfl⟩ := root c hc
  have hpow : (p ^ 3 * q ^ 3 * r ^ 3) ^ (2 / 3 : ℝ) = (p * q * r) ^ 2 := by
    have h1 : p ^ 3 * q ^ 3 * r ^ 3 = (p * q * r) ^ 3 := by ring
    have h2 : ((3 : ℕ) : ℝ) * (2 / 3) = ((2 : ℕ) : ℝ) := by norm_num
    rw [h1, ← Real.rpow_natCast (p * q * r) 3, ← Real.rpow_mul (by positivity), h2,
      Real.rpow_natCast]
  rw [hpow]
  -- the excess over the cube is a positive factor times a sum of squares
  have key : p ^ 3 * q ^ 3 + q ^ 3 * r ^ 3 + r ^ 3 * p ^ 3 - 3 * (p * q * r) ^ 2 =
      (p * q + q * r + r * p) / 2 *
        ((p * q - q * r) ^ 2 + (q * r - r * p) ^ 2 + (r * p - p * q) ^ 2) := by ring
  have hS : 0 < (p * q + q * r + r * p) / 2 := by positivity
  refine ⟨?_, ?_, ?_⟩
  · have h0 := mul_nonneg hS.le (add_nonneg (add_nonneg (sq_nonneg (p * q - q * r))
      (sq_nonneg (q * r - r * p))) (sq_nonneg (r * p - p * q)))
    linarith
  · intro h
    rw [h, sub_self] at key
    have h0 := (mul_eq_zero.mp key.symm).resolve_left hS.ne'
    have s1 := sq_nonneg (p * q - q * r)
    have s2 := sq_nonneg (q * r - r * p)
    have s3 := sq_nonneg (r * p - p * q)
    have e1 : p * q - q * r = 0 := pow_eq_zero_iff two_ne_zero |>.mp (by linarith)
    have e2 : q * r - r * p = 0 := pow_eq_zero_iff two_ne_zero |>.mp (by linarith)
    have hpr : p = r := mul_left_cancel₀ hq.ne' (by linarith)
    have hqp : q = p := mul_left_cancel₀ hr.ne' (by linarith)
    exact ⟨by rw [hqp], by rw [hqp, hpr]⟩
  · rintro ⟨h1, h2⟩
    rw [← h2, h1]
    have e1 : p = q := (pow_left_inj₀ hp.le hq.le three_ne_zero).mp h1
    have e2 : q = r := (pow_left_inj₀ hq.le hr.le three_ne_zero).mp h2
    rw [← e2, e1]
    ring
```

Multiplying by 2N turns this into the statement about the halo:

  H = 2N(ab + bc + ca) ≥ 2N·3(abc)^(2/3) = 6N(abc)^(2/3).

Since 2N > 0, the factor can be cancelled in the equality case, and equality again means a = b = c. For N = 0 both sides are zero for every block, so the inequality survives but equality no longer singles out cubes.

The side lengths in `halo_bound` are natural numbers, converted to reals because of the exponent 2/3. The proof converts the count from `card_halo` in the same way and applies the real inequality.

```lean
/-- For stencil radius `N ≥ 1` and a nonempty block, the number of outside points read is at
least `6N(abc)^(2/3)`, with equality exactly for cubic blocks. -/
theorem halo_bound {N a b c : ℕ} (hN : 1 ≤ N) (ha : 0 < a) (hb : 0 < b) (hc : 0 < c) :
    6 * N * ((a : ℝ) * b * c) ^ (2 / 3 : ℝ) ≤ (halo N a b c).card ∧
      (((halo N a b c).card : ℝ) = 6 * N * ((a : ℝ) * b * c) ^ (2 / 3 : ℝ) ↔
        a = b ∧ b = c) := by
  have hcard : ((halo N a b c).card : ℝ) = 2 * N * ((a : ℝ) * b + b * c + c * a) := by
    exact_mod_cast card_halo N ha hb hc
  have hN' : (0 : ℝ) < 2 * N := by
    have : (0 : ℝ) < N := by exact_mod_cast hN
    linarith
  obtain ⟨hle, heq⟩ := face_area_bound (a := (a : ℝ)) (b := b) (c := c)
    (by exact_mod_cast ha) (by exact_mod_cast hb) (by exact_mod_cast hc)
  have h6 : 6 * (N : ℝ) * ((a : ℝ) * b * c) ^ (2 / 3 : ℝ) =
      2 * N * (3 * ((a : ℝ) * b * c) ^ (2 / 3 : ℝ)) := by ring
  rw [hcard, h6]
  refine ⟨mul_le_mul_of_nonneg_left hle hN'.le, ?_⟩
  rw [mul_right_inj' hN'.ne', heq, Nat.cast_inj, Nat.cast_inj]
```

## Comparing blocks of equal volume

Let abc = L³. The cube of side L is itself a block to which the equality case applies, so its halo has

  6N(L³)^(2/3) = 6NL²

points. Any other block of the same volume has the same lower bound, and therefore at least as many halo points. If it has equally many, it attains the bound, so a = b = c; then a³ = L³ gives a = L, and all three sides equal L.

The theorem `cube_minimises` states both parts: the cube's count is at most that of the given block, and the two counts agree if and only if `a = L ∧ b = L ∧ c = L`. It does not assume L > 0, which follows from the positive volume and is derived first as `hL`. The step `hcube` says that the cube attains the bound; substituting it into the bound for the general block gives the comparison.

The hypothesis `hV` restricts the comparison to volumes that are perfect cubes. For any other volume no block with integer sides is cubic, so the lower bound is strict, and the theorem does not say which block is best. The competitors are rectangular blocks aligned with the axes; subdomains of other shapes do not take part.

```lean
/-- Among nonempty blocks of volume `L³`, the cube of side `L` reads the fewest outside points
for stencil radius `N ≥ 1`, and it is the only block that does so. -/
theorem cube_minimises {N a b c L : ℕ} (hN : 1 ≤ N) (ha : 0 < a) (hb : 0 < b) (hc : 0 < c)
    (hV : a * b * c = L ^ 3) :
    (halo N L L L).card ≤ (halo N a b c).card ∧
      ((halo N a b c).card = (halo N L L L).card ↔ a = L ∧ b = L ∧ c = L) := by
  have hL : 0 < L := by
    rcases Nat.eq_zero_or_pos L with h | h
    · have : 0 < a * b * c := by positivity
      rw [hV, h] at this
      norm_num at this
    · exact h
  have hV' : (a : ℝ) * b * c = (L : ℝ) * L * L := by
    have h : a * b * c = L * L * L := by rw [hV]; ring
    exact_mod_cast h
  obtain ⟨hle, heq⟩ := halo_bound hN ha hb hc
  -- the cube attains the common lower bound
  have hcube := (halo_bound hN hL hL hL).2.mpr ⟨rfl, rfl⟩
  rw [hV', ← hcube] at hle heq
  refine ⟨by exact_mod_cast hle, ?_, ?_⟩
  · intro h
    obtain ⟨h1, h2⟩ := heq.mp (by exact_mod_cast h)
    subst h1 h2
    have h3 : a ^ 3 = L ^ 3 := by rw [← hV]; ring
    have h4 : a = L := (pow_left_inj₀ (Nat.zero_le a) (Nat.zero_le L) three_ne_zero).mp h3
    exact ⟨h4, h4, h4⟩
  · rintro ⟨h1, h2, h3⟩
    rw [h1, h2, h3]

end StencilHalo
```

```lean
#print axioms StencilHalo.cube_minimises
```

```
'StencilHalo.cube_minimises' depends on axioms: [propext, Classical.choice, Quot.sound]
```
